# For orthonormal orbitals on a k-mesh with nonnegative weights, the Marzari–Vanderbilt invariant spread is nonnegative and gauge invariant

Let the columns of the complex matrices \(A\) and \(B\) hold the coefficients of the cell-periodic parts of \(N\) Bloch orbitals each, at two neighbouring k-points and in a finite orthonormal basis, with overlap matrix \(M = A^\dagger B\). Below, "orbitals" means these periodic parts. The invariant spread of the pair is \(I(A,B) = N - \sum_{m,n}|M_{mn}|^2\), and its diagonal spread is \(D(A,B) = N - \sum_n |M_{nn}|^2\). The latter is not the diagonal part \(\Omega_D\) of the Marzari–Vanderbilt spread, which comes from the phases of \(M_{nn}\).

```lean
import Mathlib

open Matrix

namespace InvariantSpread

noncomputable section

variable {ι κ K β : Type*} [Fintype ι] [Fintype κ] [Fintype K] [Fintype β]

/-- The overlap matrix `M = Aᴴ B` between two sets of orbitals, stored as columns. -/
def overlap (A B : Matrix ι κ ℂ) : Matrix κ κ ℂ := Aᴴ * B

/-- The invariant spread of a pair of orbital sets: `N - ∑ |M m n|²` over all `m`, `n`. -/
def invariantSpread (A B : Matrix ι κ ℂ) : ℝ :=
  Fintype.card κ - ∑ m, ∑ n, ‖overlap A B m n‖ ^ 2

/-- The diagonal spread of a pair of orbital sets: `N - ∑ |M n n|²`. -/
def diagonalSpread (A B : Matrix ι κ ℂ) : ℝ :=
  Fintype.card κ - ∑ n, ‖overlap A B n n‖ ^ 2

/-- The invariant spread on a nonempty k-mesh: the average over k-points of the pair spreads,
weighted by `w b`. The neighbour of `k` along `b` is `s b k`, and `T b k` carries the phase factor
of a neighbour folded back into the zone. -/
def meshInvariantSpread (w : β → ℝ) (s : β → K → K) (T : β → K → Matrix ι ι ℂ)
    (A : K → Matrix ι κ ℂ) : ℝ :=
  (∑ k, ∑ b, w b * invariantSpread (A k) (T b k * A (s b k))) / Fintype.card K

/-- The diagonal spread on a nonempty k-mesh, averaged and weighted in the same way. -/
def meshDiagonalSpread (w : β → ℝ) (s : β → K → K) (T : β → K → Matrix ι ι ℂ)
    (A : K → Matrix ι κ ℂ) : ℝ :=
  (∑ k, ∑ b, w b * diagonalSpread (A k) (T b k * A (s b k))) / Fintype.card K

/-- The sum of the squared moduli of the entries of a matrix `X` is the trace of `Xᴴ X`. -/
theorem sum_norm_sq_eq_trace {m n : Type*} [Fintype m] [Fintype n] (X : Matrix m n ℂ) :
    ((∑ i, ∑ j, ‖X i j‖ ^ 2 : ℝ) : ℂ) = (Xᴴ * X).trace := by
  rw [Finset.sum_comm]
  simp only [Matrix.trace, Matrix.diag_apply, Matrix.mul_apply, Matrix.conjTranspose_apply]
  push_cast
  refine Finset.sum_congr rfl fun j _ => Finset.sum_congr rfl fun i _ => ?_
  exact (Complex.conj_mul' (X i j)).symm

variable [DecidableEq κ]

/-- For orthonormal orbitals, twice the invariant spread is the squared Frobenius distance
between the projectors `A Aᴴ` and `B Bᴴ`. -/
theorem two_mul_invariantSpread {A B : Matrix ι κ ℂ} (hA : Aᴴ * A = 1) (hB : Bᴴ * B = 1) :
    2 * invariantSpread A B = ∑ i, ∑ j, ‖(A * Aᴴ - B * Bᴴ) i j‖ ^ 2 := by
  -- each projector is idempotent and has trace `N`
  have key : ∀ C : Matrix ι κ ℂ, Cᴴ * C = 1 →
      C * Cᴴ * (C * Cᴴ) = C * Cᴴ ∧ (C * Cᴴ).trace = (Fintype.card κ : ℂ) := by
    intro C hC
    constructor
    · rw [Matrix.mul_assoc, ← Matrix.mul_assoc Cᴴ, hC, Matrix.one_mul]
    · rw [Matrix.trace_mul_comm, hC, Matrix.trace_one]
  -- the total squared overlap is the trace of the product of the projectors
  have hM : ((Aᴴ * B)ᴴ * (Aᴴ * B)).trace = (A * Aᴴ * (B * Bᴴ)).trace := by
    calc ((Aᴴ * B)ᴴ * (Aᴴ * B)).trace = (Bᴴ * (A * Aᴴ * B)).trace := by
          simp only [Matrix.conjTranspose_mul, Matrix.conjTranspose_conjTranspose,
            Matrix.mul_assoc]
      _ = (A * Aᴴ * B * Bᴴ).trace := Matrix.trace_mul_comm _ _
      _ = (A * Aᴴ * (B * Bᴴ)).trace := by simp only [Matrix.mul_assoc]
  have hI : (invariantSpread A B : ℂ) = Fintype.card κ - (A * Aᴴ * (B * Bᴴ)).trace := by
    unfold invariantSpread overlap
    rw [Complex.ofReal_sub, sum_norm_sq_eq_trace, hM, Complex.ofReal_natCast]
  have hH : (A * Aᴴ - B * Bᴴ)ᴴ = A * Aᴴ - B * Bᴴ := by
    simp only [Matrix.conjTranspose_sub, Matrix.conjTranspose_mul,
      Matrix.conjTranspose_conjTranspose]
  apply Complex.ofReal_injective
  rw [sum_norm_sq_eq_trace, hH, Matrix.sub_mul, Matrix.mul_sub, Matrix.mul_sub,
    (key A hA).1, (key B hB).1]
  simp only [Matrix.trace_sub]
  rw [(key A hA).2, (key B hB).2, Matrix.trace_mul_comm (B * Bᴴ) (A * Aᴴ),
    Complex.ofReal_mul, hI]
  push_cast
  ring

/-- For orthonormal orbitals the invariant spread is nonnegative. -/
theorem invariantSpread_nonneg {A B : Matrix ι κ ℂ} (hA : Aᴴ * A = 1) (hB : Bᴴ * B = 1) :
    0 ≤ invariantSpread A B := by
  have h := two_mul_invariantSpread hA hB
  have h0 : 0 ≤ ∑ i, ∑ j, ‖(A * Aᴴ - B * Bᴴ) i j‖ ^ 2 := by positivity
  linarith


/-- Unitary mixing of the orbitals within each set leaves the invariant spread unchanged. -/
theorem invariantSpread_gauge (A B : Matrix ι κ ℂ) {U V : Matrix κ κ ℂ}
    (hU : U ∈ Matrix.unitaryGroup κ ℂ) (hV : V ∈ Matrix.unitaryGroup κ ℂ) :
    invariantSpread (A * U) (B * V) = invariantSpread A B := by
  have hU' : U * Uᴴ = 1 := Matrix.mem_unitaryGroup_iff.mp hU
  have hV' : V * Vᴴ = 1 := Matrix.mem_unitaryGroup_iff.mp hV
  -- `U` cancels inside the product, `V` cancels under the trace
  have e : ((A * U)ᴴ * (B * V))ᴴ * ((A * U)ᴴ * (B * V)) =
      Vᴴ * ((Aᴴ * B)ᴴ * (Aᴴ * B) * V) := by
    calc _ = Vᴴ * ((Aᴴ * B)ᴴ * (U * Uᴴ) * (Aᴴ * B) * V) := by
          simp only [Matrix.conjTranspose_mul, Matrix.conjTranspose_conjTranspose,
            Matrix.mul_assoc]
      _ = _ := by rw [hU', Matrix.mul_one]
  unfold invariantSpread overlap
  congr 1
  apply Complex.ofReal_injective
  rw [sum_norm_sq_eq_trace, sum_norm_sq_eq_trace, e, Matrix.trace_mul_comm Vᴴ,
    Matrix.mul_assoc _ V Vᴴ, hV', Matrix.mul_one]

/-- The diagonal spread is the invariant spread plus the sum of all squared off-diagonal
overlaps. -/
theorem diagonalSpread_eq (A B : Matrix ι κ ℂ) :
    diagonalSpread A B = invariantSpread A B +
      ∑ m, ∑ n ∈ Finset.univ.erase m, ‖overlap A B m n‖ ^ 2 := by
  have h : ∑ m, ∑ n, ‖overlap A B m n‖ ^ 2 = ∑ m, ‖overlap A B m m‖ ^ 2 +
      ∑ m, ∑ n ∈ Finset.univ.erase m, ‖overlap A B m n‖ ^ 2 := by
    rw [← Finset.sum_add_distrib]
    exact Finset.sum_congr rfl fun m _ =>
      (Finset.add_sum_erase Finset.univ (fun n => ‖overlap A B m n‖ ^ 2)
        (Finset.mem_univ m)).symm
  unfold diagonalSpread invariantSpread
  linarith

/-- The invariant spread is at most the diagonal spread. -/
theorem invariantSpread_le_diagonalSpread (A B : Matrix ι κ ℂ) :
    invariantSpread A B ≤ diagonalSpread A B := by
  have h := diagonalSpread_eq A B
  have h0 : 0 ≤ ∑ m, ∑ n ∈ Finset.univ.erase m, ‖overlap A B m n‖ ^ 2 := by positivity
  linarith

/-- Marzari-Vanderbilt invariant spread: for orthonormal orbitals on a k-mesh, nonnegative weights
and isometric folding factors, it is nonnegative, unchanged by an independent unitary at every
k-point, and at most the diagonal spread in every such gauge. -/
theorem marzari_vanderbilt_invariant_spread [DecidableEq ι] {w : β → ℝ} (s : β → K → K)
    {T : β → K → Matrix ι ι ℂ} {A : K → Matrix ι κ ℂ} (hw : ∀ b, 0 ≤ w b)
    (hT : ∀ b k, (T b k)ᴴ * T b k = 1) (hA : ∀ k, (A k)ᴴ * A k = 1) :
    0 ≤ meshInvariantSpread w s T A ∧
      ∀ U : K → Matrix κ κ ℂ, (∀ k, U k ∈ Matrix.unitaryGroup κ ℂ) →
        meshInvariantSpread w s T (fun k => A k * U k) = meshInvariantSpread w s T A ∧
        meshInvariantSpread w s T A ≤ meshDiagonalSpread w s T (fun k => A k * U k) := by
  constructor
  · -- the folded neighbour orbitals are again orthonormal
    have hTA : ∀ b k, (T b k * A (s b k))ᴴ * (T b k * A (s b k)) = 1 := by
      intro b k
      rw [Matrix.conjTranspose_mul, Matrix.mul_assoc, ← Matrix.mul_assoc (T b k)ᴴ, hT,
        Matrix.one_mul, hA]
    exact div_nonneg (Finset.sum_nonneg fun k _ => Finset.sum_nonneg fun b _ =>
      mul_nonneg (hw b) (invariantSpread_nonneg (hA k) (hTA b k))) (Nat.cast_nonneg _)
  · intro U hU
    have hg : meshInvariantSpread w s T (fun k => A k * U k) = meshInvariantSpread w s T A := by
      unfold meshInvariantSpread
      congr 1
      refine Finset.sum_congr rfl fun k _ => Finset.sum_congr rfl fun b _ => ?_
      rw [← Matrix.mul_assoc, invariantSpread_gauge _ _ (hU k) (hU (s b k))]
    refine ⟨hg, ?_⟩
    rw [← hg]
    exact div_le_div_of_nonneg_right (Finset.sum_le_sum fun k _ => Finset.sum_le_sum fun b _ =>
      mul_le_mul_of_nonneg_left (invariantSpread_le_diagonalSpread _ _) (hw b))
      (Nat.cast_nonneg _)

/-- For real `c` and `s` with `c² + s² = 1`, the single orbitals `(1, 0)` and `(c, s)` are
normalised, and their invariant spread is `s²`. -/
theorem invariantSpread_witness (c s : ℝ) (h : c ^ 2 + s ^ 2 = 1) :
    (!![1; 0] : Matrix (Fin 2) (Fin 1) ℂ)ᴴ * (!![1; 0] : Matrix (Fin 2) (Fin 1) ℂ) = 1 ∧
      (!![(c : ℂ); (s : ℂ)] : Matrix (Fin 2) (Fin 1) ℂ)ᴴ * !![(c : ℂ); (s : ℂ)] = 1 ∧
      invariantSpread !![1; 0] !![(c : ℂ); (s : ℂ)] = s ^ 2 := by
  have hc : (c : ℂ) * c + s * s = 1 := by
    have h' : c * c + s * s = 1 := by linarith [sq c, sq s]
    exact_mod_cast h'
  refine ⟨?_, ?_, ?_⟩
  · ext i j
    fin_cases i; fin_cases j
    simp [Matrix.mul_apply, Fin.sum_univ_succ]
  · ext i j
    fin_cases i; fin_cases j
    simpa [Matrix.mul_apply, Fin.sum_univ_succ] using hc
  · have ho : overlap !![1; 0] !![(c : ℂ); (s : ℂ)] 0 0 = (c : ℂ) := by
      simp [overlap, Matrix.mul_apply, Fin.sum_univ_succ]
    unfold invariantSpread
    rw [Fin.sum_univ_one, Fin.sum_univ_one, ho, Complex.norm_real, Real.norm_eq_abs, sq_abs,
      Fintype.card_fin, Nat.cast_one]
    linarith

end

end InvariantSpread
```

```lean
#print axioms InvariantSpread.marzari_vanderbilt_invariant_spread
```

```
'InvariantSpread.marzari_vanderbilt_invariant_spread' depends on axioms: [propext, Classical.choice, Quot.sound]
```

## From matrices to a k-mesh

The type `ι` labels basis functions, `κ` orbitals, `K` k-points and `β` the vectors \(b\) to neighbouring k-points. The hypothesis `hA` says that the orbitals at each k-point are orthonormal.

The neighbour of \(k\) along \(b\) is `s b k`. If it lies across the zone boundary, the stored orbitals belong to an equivalent k-point and must be multiplied by a phase \(e^{-iG\cdot r}\), with \(G\) a reciprocal lattice vector. On a real-space grid this is a diagonal unitary matrix, and `T b k` stands for it, or for the identity when the neighbour needs no folding; `hT` asks only that it preserve inner products. With \(N_k\) k-points, the mesh quantity is

\[
\Omega_I = \frac{1}{N_k}\sum_{k,b} w_b\, I\big(A_k,\;T_{b,k}A_{s(b,k)}\big),
\]

and `meshDiagonalSpread` has \(D\) in place of \(I\).

The weights \(w_b\) come from the finite-difference formula for the gradient in k-space. Their nonnegativity is assumed, and the condition that fixes their values is not used. The map `s` is arbitrary, so no lattice geometry enters.

The main theorem, `marzari_vanderbilt_invariant_spread`, says that \(\Omega_I \ge 0\), and that for every choice of unitaries \(U_k\), one per k-point, replacing \(A_k\) by \(A_kU_k\) leaves \(\Omega_I\) unchanged and gives a diagonal spread of at least \(\Omega_I\). The diagonal spread is not the full Wannier spread, which has the further term \(\Omega_D\).

## Invariant spread as a distance between projectors

For any matrix \(X\), \(\sum_{i,j}|X_{ij}|^2 = \operatorname{tr}X^\dagger X\); this is `sum_norm_sq_eq_trace`. Put \(P = AA^\dagger\) and \(Q = BB^\dagger\). Orthonormality gives \(P^2 = P\), \(Q^2 = Q\) and \(\operatorname{tr}P = \operatorname{tr}Q = N\), which is the step `key`. By cyclicity of the trace (`hM`),

\[
\sum_{m,n}|M_{mn}|^2 = \operatorname{tr}(B^\dagger AA^\dagger B) = \operatorname{tr}(PQ).
\]

Since \(P-Q\) is Hermitian,

\[
\sum_{i,j}|(P-Q)_{ij}|^2 = \operatorname{tr}(P - PQ - QP + Q) = 2N - 2\operatorname{tr}(PQ) = 2\,I(A,B).
\]

This is `two_mul_invariantSpread`, and nonnegativity follows at once. The traces are complex numbers in Lean, so the proof compares both sides in \(\mathbb{C}\) and returns to the reals by `Complex.ofReal_injective`.

In `invariantSpread_witness` the orbitals are \((1,0)\) and \((c,s)\), with \(c, s\) real numbers (this \(s\) is not the neighbour map) and \(c^2+s^2=1\). Then \(M = c\), and the invariant spread is \(1-c^2 = s^2\).

## Mixing the orbitals

Under \(A \to AU\) and \(B \to BV\) the overlap becomes \(M' = U^\dagger M V\), so

\[
\operatorname{tr}M'^\dagger M' = \operatorname{tr}(V^\dagger M^\dagger UU^\dagger M V) = \operatorname{tr}(M^\dagger M\,VV^\dagger) = \operatorname{tr}M^\dagger M .
\]

In `invariantSpread_gauge`, the equation `e` removes \(UU^\dagger\), and `Matrix.trace_mul_comm` then brings \(V\) and \(V^\dagger\) together.

Splitting the double sum into \(m=n\) and \(m\neq n\) gives `diagonalSpread_eq`:

\[
D(A,B) = I(A,B) + \sum_{m\neq n}|M_{mn}|^2 \;\ge\; I(A,B).
\]

Neither of these two results needs orthonormal orbitals.

On the mesh, \((TA)^\dagger TA = A^\dagger T^\dagger T A = 1\), so folded neighbours remain orthonormal and every term of \(\Omega_I\) is nonnegative. The new neighbour is \(T(AU) = (TA)U\), so the pair result applies term by term. Finally, the proof rewrites \(\Omega_I\) in the new gauge and compares it there with the diagonal spread.

## In a Wannier calculation

For an isolated group of bands on a finite mesh, the matrices \(M^{(k,b)}\) can be computed once from the cell-periodic parts of the Bloch orbitals. The localisation then updates them as \(U_k^\dagger M^{(k,b)}U_{k+b}\), during which \(\Omega_I\) stays constant and only the rest of the spread can decrease. For entangled bands, the usual disentanglement step first chooses an \(N\)-dimensional subspace at each k-point by minimising \(\Omega_I\), which favours subspaces whose projectors change little between neighbours.
